# Refractive index of a slab of independent point scatterers, from summed spherical waves

A neutron or X-ray beam enters a thin plate. Each atom sends out a weak spherical wave, yet behind the plate one finds a plane wave again, shifted in phase and perhaps weakened, as if the plate were a uniform medium with a refractive index. How do the spherical waves add up to that?

Take an incident wave exp(ikz) of real wavenumber k ≠ 0 and a flat sheet at z = 0 with σ scatterers per unit area. Each scatterer responds to the incident wave alone and emits f exp(ikR)/R at distance R, where the complex scattering length f is the same in all directions. The positive sign fixes the convention: the neutron scattering length b is usually defined by b = −f.

```lean
import Mathlib

open MeasureTheory Filter Set
open Complex (I)
open scoped Real Topology

namespace RefractiveIndexFromScattering

noncomputable section
```

The observer stands on the axis at distance z behind the sheet. A ring of radius r and width dr holds 2πrσ dr scatterers, all at distance R = √(r² + z²). The sheet is thus a continuous, infinite layer, and the sum over atoms is an integral over r > 0, written `Ioi (0 : ℝ)`. A damping e > 0 multiplies each spherical wave by exp(−eR); it stands for a weak loss on the way to the observer and is removed at the end.

```lean
/-- Wave at distance `z` behind a sheet with `σ` scatterers per unit area, each emitting the
damped spherical wave `f exp((ik - e)R)/R`, summed over rings of radius `r` in the sheet. -/
def sheetWave (k e z σ : ℝ) (f : ℂ) : ℂ :=
  ∫ r in Ioi (0 : ℝ), ((2 * π * r * σ : ℝ) : ℂ) *
    (f * Complex.exp ((I * k - e) * (√(r ^ 2 + z ^ 2) : ℝ)) / (√(r ^ 2 + z ^ 2) : ℝ))
```

A slab of thickness d and number density ρ is treated as one sheet with σ = ρd. Two abbreviations are needed, a factor for the thin slab and an index n for the medium:

slabFactor = 1 + 2πiρfd/k

n = 1 + 2πρf/k²

These are definitions only. Part (g) connects them with the sum over rings.

```lean
/-- Factor `1 + 2πiρfd/k` for a thin slab of thickness `d` and number density `ρ`,
for wavenumber `k ≠ 0`. -/
def slabFactor (k ρ d : ℝ) (f : ℂ) : ℂ := 1 + 2 * π * I * ρ * f * d / k

/-- Refractive index `n = 1 + 2πρf/k²`, for wavenumber `k ≠ 0`. -/
def refractiveIndex (k ρ : ℝ) (f : ℂ) : ℂ := 1 + 2 * π * ρ * f / k ^ 2
```

## (a) The damped integral over distance

Evaluate the integral of the damped wave over all distances beyond z. With a = ik − e and e > 0, show that

∫[R > z] exp(aR) dR = −exp(az)/a.

**Solution.** Since Re a = −e < 0, a is not zero and exp(aR)/a is an antiderivative. Up to a cutoff X the integral is

(exp(aX) − exp(az))/a.

The modulus of exp(aX) is exp(−eX), which vanishes as X → ∞. What remains is the lower limit. Mathlib has this integral for every a with negative real part, so the proof only has to supply that sign.

```lean
/-- With damping `e > 0`, the integral of `exp((ik - e)R)` over `R > z` is
`-exp((ik - e)z)/(ik - e)`. -/
theorem damped_ray_integral (k : ℝ) {e : ℝ} (he : 0 < e) (z : ℝ) :
    ∫ R in Ioi z, Complex.exp ((I * k - e) * (R : ℂ)) =
      -Complex.exp ((I * k - e) * z) / (I * k - e) :=
  integral_exp_mul_complex_Ioi (by simp [he]) z
```

## (b) Removing the damping

Let e go to zero from above in the result of (a). For k ≠ 0, show that

∫[R > z] exp((ik − e)R) dR → i exp(ikz)/k.

**Solution.** The closed form is continuous at e = 0, because its denominator there is ik ≠ 0. Its value is

−exp(ikz)/(ik) = i exp(ikz)/k,

since −1/i = i. In the code, `𝓝[>] 0` means e → 0+, `h` is the continuity and `hv` the value at zero. The last lines replace the closed form by the integral, which is allowed for e > 0.

In a numerical quadrature e stays finite. The damped integral is then the limiting value times exp(−ez)/(1 + ie/k), so one needs e ≪ |k| and e|z| ≪ 1, and a cutoff X with e(X − z) ≫ 1. At k = 0 there is no limit: the integral is exp(−ez)/e and diverges.

```lean
/-- For `k ≠ 0`, the damped integral of `exp((ik - e)R)` over `R > z` tends to `i exp(ikz)/k`
as the damping `e` goes to zero from above. -/
theorem ray_integral_tendsto {k : ℝ} (hk : k ≠ 0) (z : ℝ) :
    Tendsto (fun e : ℝ => ∫ R in Ioi z, Complex.exp ((I * k - e) * (R : ℂ)))
      (𝓝[>] 0) (𝓝 (I * Complex.exp (I * k * z) / k)) := by
  have hk' : (k : ℂ) ≠ 0 := Complex.ofReal_ne_zero.2 hk
  have hIk : I * (k : ℂ) ≠ 0 := mul_ne_zero Complex.I_ne_zero hk'
  -- the closed form is continuous at zero damping because `ik ≠ 0`
  have h : ContinuousAt
      (fun e : ℝ => -Complex.exp ((I * k - e) * z) / (I * k - e)) 0 :=
    ContinuousAt.div (by fun_prop) (by fun_prop) (by simpa using hk)
  have hv : -Complex.exp ((I * k - (0 : ℝ)) * z) / (I * k - (0 : ℝ)) =
      I * Complex.exp (I * k * z) / k := by
    rw [Complex.ofReal_zero, sub_zero, div_eq_div_iff hIk hk']
    linear_combination (-(Complex.exp (I * k * z) * k)) * Complex.I_sq
  rw [← hv]
  refine (h.tendsto.mono_left nhdsWithin_le_nhds).congr' ?_
  filter_upwards [self_mem_nhdsWithin] with e he
  exact (damped_ray_integral k he z).symm
```

## (c) The integral without damping

Decide whether e = 0 could have been set from the start. Show that exp(ikR) is not absolutely integrable:

∫[R > z] |exp(ikR)| dR = ∞.

**Solution.** For real k and R the modulus of exp(ikR) is 1, and the integral of 1 over a half-line is infinite. The proof takes the norm of the supposedly integrable function, obtains an integrable constant 1, and reaches a contradiction. The integrand of `sheetWave` has the same defect at e = 0: its modulus 2π|σf| r/R tends to the constant 2π|σf| as r → ∞, so for σf ≠ 0 it is not integrable either. Lean assigns the value 0 to the integral of a non-integrable function, so putting e = 0 inside `sheetWave` would then give 0 and not the limit found in (e).

```lean
/-- Without damping, `exp(ikR)` is not integrable over `R > z`. -/
theorem undamped_not_integrable (k z : ℝ) :
    ¬ IntegrableOn (fun R : ℝ => Complex.exp (I * k * R)) (Ioi z) := by
  intro h
  have h1 : IntegrableOn (fun _ : ℝ => (1 : ℝ)) (Ioi z) := by
    refine (Integrable.norm h).congr (ae_of_all _ fun R => ?_)
    simp [Complex.norm_exp]
  simp [integrableOn_const_iff] at h1
```

## (d) From rings to distances

Change the variable from ring radius to distance. For Re a < 0, z ≥ 0 and R = √(r² + z²), show that

∫[r > 0] (r/R) exp(aR) dr = ∫[R > z] exp(aR) dR.

**Solution.** From R² = r² + z² follows R dR = r dr, so dR = (r/R) dr. The ring r = 0 lies at R = z, because z ≥ 0. To control the infinite range, use the antiderivative explicitly:

d/dr [exp(aR)/a] = (r/R) exp(aR).

Since r ≤ R and Re a < 0, the integrand is bounded by a decaying exponential:

|(r/R) exp(aR)| ≤ exp(r Re a).

The antiderivative vanishes as r → ∞ and equals exp(az)/a at r = 0. The left side is therefore −exp(az)/a, which is also the value of the right side by the calculation in (a).

The code has the same three parts: `hderiv` is the derivative, `hint` the integrability from the bound, and `hlim` the vanishing of distant rings. The fundamental theorem of calculus on a half-line then joins them.

```lean
/-- For `Re a < 0` and `z ≥ 0`, the integral of `(r/R) exp(aR)` over ring radii `r > 0`, with
`R = √(r² + z²)`, equals the integral of `exp(aR)` over distances `R > z`. -/
theorem ring_to_ray {a : ℂ} (ha : a.re < 0) {z : ℝ} (hz : 0 ≤ z) :
    ∫ r in Ioi (0 : ℝ), ((r / √(r ^ 2 + z ^ 2) : ℝ) : ℂ) *
        Complex.exp (a * (√(r ^ 2 + z ^ 2) : ℝ)) =
      ∫ R in Ioi z, Complex.exp (a * (R : ℂ)) := by
  have ha0 : a ≠ 0 := by
    rintro rfl
    simp at ha
  have hle : ∀ r : ℝ, r ≤ √(r ^ 2 + z ^ 2) := fun r =>
    (le_abs_self r).trans (Real.abs_le_sqrt (by nlinarith [sq_nonneg z]))
  have hc : Continuous (fun r : ℝ => √(r ^ 2 + z ^ 2)) := by fun_prop
  have hnorm : ∀ R : ℝ, ‖Complex.exp (a * (R : ℂ))‖ = Real.exp (a.re * R) := fun R => by
    rw [Complex.norm_exp, Complex.re_mul_ofReal]
  -- antiderivative `exp(aR)/a`, from `dR/dr = r/R`
  have hderiv : ∀ r ∈ Ioi (0 : ℝ), HasDerivAt
      (fun r : ℝ => Complex.exp (a * (√(r ^ 2 + z ^ 2) : ℝ)) / a)
      (((r / √(r ^ 2 + z ^ 2) : ℝ) : ℂ) * Complex.exp (a * (√(r ^ 2 + z ^ 2) : ℝ))) r := by
    intro r hr
    have hr' : 0 < r := hr
    have h0 : HasDerivAt (fun r : ℝ => r ^ 2 + z ^ 2) (2 * r) r := by
      simpa using (hasDerivAt_pow 2 r).add_const (z ^ 2)
    have hR := (h0.sqrt (by positivity)).congr_deriv (mul_div_mul_left _ _ two_ne_zero)
    refine ((hR.ofReal_comp.const_mul a).cexp.div_const a).congr_deriv ?_
    rw [div_eq_iff ha0]
    ring
  -- the integrand is dominated by a decaying exponential in `r`
  have hint : IntegrableOn (fun r : ℝ => ((r / √(r ^ 2 + z ^ 2) : ℝ) : ℂ) *
      Complex.exp (a * (√(r ^ 2 + z ^ 2) : ℝ))) (Ioi 0) := by
    refine Integrable.mono' (exp_neg_integrableOn_Ioi 0 (neg_pos.2 ha)) ?_ ?_
    · exact ((Complex.measurable_ofReal.comp (measurable_id.div hc.measurable)).mul
        (Complex.measurable_exp.comp ((Complex.measurable_ofReal.comp
          hc.measurable).const_mul a))).aestronglyMeasurable
    · refine (ae_restrict_iff' measurableSet_Ioi).2 (ae_of_all _ fun r hr => ?_)
      have hr' : 0 < r := hr
      rw [norm_mul, hnorm, Complex.norm_real, Real.norm_of_nonneg (by positivity)]
      calc _ ≤ 1 * Real.exp (- -a.re * r) :=
            mul_le_mul (div_le_one_of_le₀ (hle r) (Real.sqrt_nonneg _))
              (Real.exp_le_exp.2 (by nlinarith [hle r])) (Real.exp_pos _).le zero_le_one
        _ = _ := one_mul _
  -- distant rings contribute nothing
  have hlim : Tendsto (fun r : ℝ => Complex.exp (a * (√(r ^ 2 + z ^ 2) : ℝ)) / a)
      atTop (𝓝 0) := by
    have h1 : Tendsto (fun r : ℝ => Complex.exp (a * (√(r ^ 2 + z ^ 2) : ℝ)))
        atTop (𝓝 0) := by
      rw [tendsto_zero_iff_norm_tendsto_zero]
      refine (Real.tendsto_exp_neg_atTop_nhds_zero.comp
        ((tendsto_atTop_mono hle tendsto_id).const_mul_atTop (neg_pos.2 ha))).congr ?_
      intro r
      rw [hnorm]
      simp
    simpa using h1.div_const a
  have hcont : Continuous
      (fun r : ℝ => Complex.exp (a * (√(r ^ 2 + z ^ 2) : ℝ)) / a) := by fun_prop
  rw [integral_Ioi_of_hasDerivAt_of_tendsto hcont.continuousWithinAt hderiv hint hlim,
    integral_exp_mul_complex_Ioi ha z]
  simp [Real.sqrt_sq hz, neg_div]
```

## (e) The wave scattered by one sheet

Add up the whole sheet. For k ≠ 0 and z ≥ 0, show that as e → 0+

sheetWave → 2πσf · i exp(ikz)/k.

**Solution.** The ring area supplies a factor r and the spherical wave a factor 1/R. With a = ik − e,

sheetWave = ∫[r > 0] 2πrσ f exp(aR)/R dr
= 2πσf ∫[r > 0] (r/R) exp(aR) dr
= 2πσf ∫[R > z] exp(aR) dR.

The second step takes out the constants, the third is (d), and the limit is (b). The proof runs in the opposite order: it starts from the limit in (b), multiplied by the constant, and identifies the two integrals for each e > 0.

The spherical waves have added up to a plane wave. For k > 0 and real f > 0 it is a quarter of a cycle out of phase with the incident one. In the smallest case, z = 0, the result is 2πiσf/k, which is finite although each single wave diverges at its source: the factor r in the ring area cancels 1/R.

```lean
/-- For `k ≠ 0` and `z ≥ 0`, the wave scattered by a sheet of areal density `σ` tends to
`2πiσf exp(ikz)/k` as the damping goes to zero from above. -/
theorem sheetWave_tendsto {k z : ℝ} (hk : k ≠ 0) (hz : 0 ≤ z) (σ : ℝ) (f : ℂ) :
    Tendsto (fun e : ℝ => sheetWave k e z σ f) (𝓝[>] 0)
      (𝓝 (2 * π * σ * f * (I * Complex.exp (I * k * z) / k))) := by
  refine ((ray_integral_tendsto hk z).const_mul (2 * π * σ * f : ℂ)).congr' ?_
  filter_upwards [self_mem_nhdsWithin] with e he
  have he' : 0 < e := he
  have ha : (I * (k : ℂ) - e).re < 0 := by simp [he']
  rw [← ring_to_ray ha hz, ← integral_const_mul]
  unfold sheetWave
  congr 1
  funext r
  push_cast
  ring
```

## (f) The phase belonging to the index

Express the extra phase of a medium of thickness L through f. For k ≠ 0, show that

ik(n − 1)L = i f · 2πρL/k.

**Solution.** The definition gives n − 1 = 2πρf/k². Multiplication by ikL cancels one power of k. The real quantity 2πρL/k is kept together in the code, so that f alone carries the complex part.

```lean
/-- For `k ≠ 0`, the refractive phase `ik(n - 1)L` equals `i f (2πρL/k)`. -/
theorem refractive_phase {k : ℝ} (hk : k ≠ 0) (ρ L : ℝ) (f : ℂ) :
    I * k * (refractiveIndex k ρ f - 1) * L = I * (f * ((2 * π * ρ * L / k : ℝ) : ℂ)) := by
  have hk' : (k : ℂ) ≠ 0 := Complex.ofReal_ne_zero.2 hk
  unfold refractiveIndex
  rw [add_sub_cancel_left]
  push_cast
  field_simp
```

## (g) One thin slab, then N of them

Find the total wave behind one thin slab, and then the effect of dividing a thickness L into N slabs. For k ≠ 0, show that

exp(ikz) + sheetWave → slabFactor · exp(ikz) as e → 0+, for σ = ρd and z ≥ 0,

(1 + 2πiρfL/(kN))^N → exp(ik(n − 1)L) as N → ∞.

**Solution.** For the first limit, put σ = ρd in (e) and add the incident wave:

exp(ikz) + (2πiρfd/k) exp(ikz) = (1 + 2πiρfd/k) exp(ikz).

For the second, write w = 2πiρfL/k. Once N > |w|, the logarithm of the product is

N log(1 + w/N) = w − w²/(2N) + … → w,

and by (f) w is ik(n − 1)L. The code takes this exponential limit from Mathlib, for complex w.

The limiting factor is what an index n means: crossing the medium gives exp(iknL), crossing the same length of vacuum gives exp(ikL), and their ratio is exp(ik(n − 1)L).

The theorem takes the N-th power as its starting point. Physically, the power assumes that the wave leaving one slab is the plane wave entering the next, that backward waves are ignored, and that neighbours do not change f. With these restrictions, and for |n − 1| ≪ 1, the result gives the layer index used in neutron and X-ray reflectivity. An atom does not scatter X-rays equally in all directions, and for them f stands for the value in the forward direction. In terms of b it reads n = 1 − 2πρb/k², and a program would take the scattering-length density ρb as input.

A program that steps through slices should multiply by exp(w/N) rather than by 1 + w/N. For real f the exact factor has modulus 1, whereas N linear factors raise the intensity to (1 + |w|²/N²)^N. With a single slab, N = 1, that is 1 + |w|².

```lean
/-- For `k ≠ 0`, incident plus scattered wave at `z ≥ 0` behind a sheet of areal density `ρd`
tends to the slab factor times the incident wave as the damping vanishes, and `N` such factors
with `d = L/N` multiply to `exp(ik(n - 1)L)` as `N → ∞`. -/
theorem refraction_from_scattering {k : ℝ} (hk : k ≠ 0) (ρ L : ℝ) (f : ℂ) :
    (∀ d z : ℝ, 0 ≤ z → Tendsto
      (fun e : ℝ => Complex.exp (I * k * z) + sheetWave k e z (ρ * d) f) (𝓝[>] 0)
      (𝓝 (slabFactor k ρ d f * Complex.exp (I * k * z)))) ∧
    Tendsto (fun N : ℕ => slabFactor k ρ (L / N) f ^ N) atTop
      (𝓝 (Complex.exp (I * k * (refractiveIndex k ρ f - 1) * L))) := by
  constructor
  · intro d z hz
    convert (sheetWave_tendsto hk hz (ρ * d) f).const_add (Complex.exp (I * k * z)) using 2
    unfold slabFactor
    push_cast
    ring
  · -- compound product with total phase `i f (2πρL/k)`
    rw [refractive_phase hk]
    refine (Complex.tendsto_one_add_div_pow_exp _).congr fun N => ?_
    unfold slabFactor
    push_cast
    congr 1
    ring
```

## (h) Loss of intensity

Find the transmitted intensity relative to the incident one. Let s be a cross section with ks = 4π Im f, and show that

|exp(ik(n − 1)L)|² = exp(−ρsL).

**Solution.** By (f) the exponent is i f · 2πρL/k, with real part −2πρL Im f/k. Squaring the modulus doubles it:

|exp(ik(n − 1)L)|² = exp(−4πρL Im f/k) = exp(−ρsL).

The relation between s and Im f is the optical theorem, which enters as the hypothesis `hs` and is not derived. It says that whatever is absorbed or scattered out of the beam is missing from the forward wave through interference. The proof solves `hs` for s and compares exponents.

In the limiting case Im f = 0 the relation gives s = 0, n is real, and the slab changes only the phase. For f ≠ 0 this case, used as an example in (e) and (g), is an approximation: the spherical waves alone carry away a cross section 4π|f|², so for k > 0 the optical theorem requires Im f ≥ k|f|². Without absorption Im f equals k|f|², which is small compared with |f| when k|f| ≪ 1.

```lean
/-- For `k ≠ 0` and a cross section `s` with `k s = 4π Im f`, the squared modulus of
`exp(ik(n - 1)L)` is `exp(-ρsL)`. -/
theorem intensity_attenuation {k s : ℝ} (hk : k ≠ 0) (ρ L : ℝ) (f : ℂ)
    (hs : k * s = 4 * π * f.im) :
    ‖Complex.exp (I * k * (refractiveIndex k ρ f - 1) * L)‖ ^ 2 = Real.exp (-(ρ * s * L)) := by
  have hs' : s = 4 * π * f.im / k := by
    rw [eq_div_iff hk]
    linarith
  rw [refractive_phase hk, Complex.norm_exp, ← Real.exp_nat_mul, Complex.I_mul_re,
    Complex.im_mul_ofReal, hs']
  congr 1
  push_cast
  ring

end

end RefractiveIndexFromScattering
```

```lean
#print axioms RefractiveIndexFromScattering.undamped_not_integrable
#print axioms RefractiveIndexFromScattering.refraction_from_scattering
#print axioms RefractiveIndexFromScattering.intensity_attenuation
```

```
'RefractiveIndexFromScattering.undamped_not_integrable' depends on axioms: [propext, Classical.choice, Quot.sound]
'RefractiveIndexFromScattering.refraction_from_scattering' depends on axioms: [propext, Classical.choice, Quot.sound]
'RefractiveIndexFromScattering.intensity_attenuation' depends on axioms: [propext, Classical.choice, Quot.sound]
```
